# Pauli repulsion from orbital overlap: the summed level shift of an adsorbate coupled to d states

If adsorbate and metal orbitals are treated as orthogonal, coupling a filled adsorbate level to filled d states costs no energy. The levels move apart, but their sum stays at the trace of the Hamiltonian, and the repulsion between filled shells is lost. Keeping the overlap can restore it, as in (d) and (f), where coupling and overlap have opposite signs. The model here is non-interacting, with finitely many real orbitals and every level filled.

An adsorbate level $e$ couples through $V$ to metal states labelled by a finite set $n$, with Hamiltonian block $D$. The metal states are orthonormal, the adsorbate orbital is normalised, and $s$ holds the overlaps between them:

$$H=\begin{pmatrix}e&V^T\\V&D\end{pmatrix},\qquad S=\begin{pmatrix}1&s^T\\s&I\end{pmatrix},\qquad q=\langle s,s\rangle .$$

In Lean the index type is `Unit ⊕ n`, with `Unit` for the adsorbate, and `s ⬝ᵥ s` is $q$.

```lean
import Mathlib

open Matrix

namespace DBandPauliRepulsion

noncomputable section

variable {n : Type*} [Fintype n] [DecidableEq n]

/-- Hamiltonian of an adsorbate level `e` coupled by `V` to metal states with Hamiltonian `D`. -/
def hamiltonian (e : ℝ) (V : n → ℝ) (D : Matrix n n ℝ) : Matrix (Unit ⊕ n) (Unit ⊕ n) ℝ :=
  fromBlocks (of fun _ _ => e) (of fun _ j => V j) (of fun i _ => V i) D

/-- Overlap matrix of a normalized adsorbate orbital with orthonormal metal states; `s` holds
the adsorbate-metal overlaps. -/
def overlap (s : n → ℝ) : Matrix (Unit ⊕ n) (Unit ⊕ n) ℝ :=
  fromBlocks (of fun _ _ => 1) (of fun _ j => s j) (of fun i _ => s i) 1
```

## (a) Inverting the overlap matrix

Show that for $q\neq1$, with $c=1/(1-q)$,

$$S^{-1}=\begin{pmatrix}c&-c\,s^T\\-c\,s&I+c\,ss^T\end{pmatrix}.$$

Multiply by $S$ from the left. The four blocks are

- $c-cq=1$,
- $-c\,s^T+s^T+cq\,s^T=(1-c(1-q))\,s^T=0$,
- $c\,s-c\,s=0$,
- $-c\,ss^T+I+c\,ss^T=I$.

The candidate inverse is `overlapInv`. The definition after it, `energyShift`, is $\Delta=\mathrm{tr}(S^{-1}H)-e-\mathrm{tr}\,D$, needed from (b) on.

```lean
/-- Block formula for the inverse overlap matrix, meant for `⟨s,s⟩ ≠ 1`. -/
def overlapInv (s : n → ℝ) : Matrix (Unit ⊕ n) (Unit ⊕ n) ℝ :=
  fromBlocks (of fun _ _ => (1 - s ⬝ᵥ s)⁻¹) (of fun _ j => -((1 - s ⬝ᵥ s)⁻¹ * s j))
    (of fun i _ => -((1 - s ⬝ᵥ s)⁻¹ * s i))
    (1 + of fun i j => (1 - s ⬝ᵥ s)⁻¹ * s i * s j)

/-- The trace of `S⁻¹H` minus the energies `e` and `trace D` of the uncoupled subsystems,
meant for `⟨s,s⟩ ≠ 1`. -/
def energyShift (e : ℝ) (V : n → ℝ) (D : Matrix n n ℝ) (s : n → ℝ) : ℝ :=
  ((overlap s)⁻¹ * hamiltonian e V D).trace - e - D.trace
```

In the proof `hc` is $c(1-q)=1$, `h1` and `h2` pull constants out of the sums over metal states, and the last four lines settle the four blocks.

```lean
/-- For `⟨s,s⟩ ≠ 1` the block formula inverts the overlap matrix. -/
theorem overlap_mul_overlapInv {s : n → ℝ} (hs : s ⬝ᵥ s ≠ 1) :
    overlap s * overlapInv s = 1 := by
  have hc : (1 - s ⬝ᵥ s)⁻¹ * (1 - s ⬝ᵥ s) = 1 := inv_mul_cancel₀ (sub_ne_zero.mpr hs.symm)
  unfold overlap overlapInv
  generalize (1 - s ⬝ᵥ s)⁻¹ = c at hc ⊢
  have h1 : ∑ k, s k * (c * s k) = c * (s ⬝ᵥ s) := by
    rw [dotProduct, Finset.mul_sum]
    exact Finset.sum_congr rfl fun k _ => by ring
  have h2 : ∀ j, ∑ k, s k * (c * s k * s j) = c * (s ⬝ᵥ s) * s j := fun j => by
    rw [dotProduct, Finset.mul_sum, Finset.sum_mul]
    exact Finset.sum_congr rfl fun k _ => by ring
  -- compare the four blocks entry by entry
  rw [← fromBlocks_one]
  ext (⟨⟩ | i) (⟨⟩ | j) <;>
  simp only [mul_apply, Fintype.sum_sum_type, fromBlocks_apply₁₁, fromBlocks_apply₁₂,
    fromBlocks_apply₂₁, fromBlocks_apply₂₂, of_apply, Matrix.add_apply, Matrix.zero_apply,
    Matrix.one_apply, Finset.univ_unique, Finset.sum_singleton, mul_neg, mul_add,
    Finset.sum_add_distrib, Finset.sum_neg_distrib, mul_ite, ite_mul, mul_one, mul_zero,
    one_mul, zero_mul, Finset.sum_ite_eq, Finset.sum_ite_eq', Finset.mem_univ, ↓reduceIte,
    h1, h2]
  · linear_combination hc
  · linear_combination (-s j) * hc
  · ring
  · ring
```

## (b) The trace

Show that for $q\neq1$

$$\Delta=\frac{q\,e+\langle s,Ds\rangle-2\langle s,V\rangle}{1-q}.$$

Since $\mathrm{tr}(S^{-1}H)=\mathrm{tr}(HS^{-1})$, only the diagonal blocks of $HS^{-1}$ matter. The adsorbate block is $ce-c\langle s,V\rangle$. The metal block has trace $-c\langle s,V\rangle+\mathrm{tr}\,D+c\langle s,Ds\rangle$. Subtract $e+\mathrm{tr}\,D$ and use $c-1=cq$.

Lean swaps the factors with `trace_mul_comm`; the final `linear_combination e * hc` is the step $c-1=cq$. Symmetry of $D$ is not used, though a physical $D$ has it.

```lean
/-- For `⟨s,s⟩ ≠ 1` the energy shift is `(q e + ⟨s,Ds⟩ - 2⟨s,V⟩)/(1 - q)` with `q = ⟨s,s⟩`. -/
theorem energyShift_eq (e : ℝ) (V : n → ℝ) (D : Matrix n n ℝ) {s : n → ℝ}
    (hs : s ⬝ᵥ s ≠ 1) :
    energyShift e V D s =
      ((s ⬝ᵥ s) * e + s ⬝ᵥ D *ᵥ s - 2 * (s ⬝ᵥ V)) / (1 - s ⬝ᵥ s) := by
  have hc : (1 - s ⬝ᵥ s)⁻¹ * (1 - s ⬝ᵥ s) = 1 := inv_mul_cancel₀ (sub_ne_zero.mpr hs.symm)
  rw [energyShift, inv_eq_right_inv (overlap_mul_overlapInv hs), trace_mul_comm, div_eq_mul_inv]
  unfold hamiltonian overlapInv
  generalize (1 - s ⬝ᵥ s)⁻¹ = c at hc ⊢
  have h1 : ∑ k, V k * (c * s k) = c * (s ⬝ᵥ V) := by
    rw [dotProduct, Finset.mul_sum]
    exact Finset.sum_congr rfl fun k _ => by ring
  have h2 : ∑ i, ∑ k, D i k * (c * s k * s i) = c * (s ⬝ᵥ D *ᵥ s) := by
    simp only [dotProduct, mulVec, Finset.mul_sum]
    exact Finset.sum_congr rfl fun i _ => Finset.sum_congr rfl fun k _ => by ring
  simp only [trace, diag_apply, mul_apply, Fintype.sum_sum_type, fromBlocks_apply₁₁,
    fromBlocks_apply₁₂, fromBlocks_apply₂₁, fromBlocks_apply₂₂, of_apply, Matrix.add_apply,
    Matrix.one_apply, Finset.univ_unique, Finset.sum_singleton, mul_neg, mul_add,
    Finset.sum_add_distrib, Finset.sum_neg_distrib, mul_ite, mul_one, mul_zero,
    Finset.sum_ite_eq', Finset.mem_univ, ↓reduceIte, h1, h2]
  linear_combination e * hc
```

## (c) The sum of the levels

Let an invertible $C$ solve $HC=SC\,\mathrm{diag}(E)$, with $q\ne1$. Show that

$$\sum_i E_i=e+\mathrm{tr}\,D+\frac{q\,e+\langle s,Ds\rangle-2\langle s,V\rangle}{1-q}.$$

Multiplying by $S^{-1}$ from the left and $C^{-1}$ from the right gives $S^{-1}H=C\,\mathrm{diag}(E)\,C^{-1}$, whose trace is $\sum_iE_i$. Then (b) applies. In Lean the similarity is `h1` and the trace is `h2`. The shift can have either sign: changing $V=-1$ to $V=1$ in (d) reverses it. The solution $C$, $E$ is assumed; for symmetric $D$ and $q<1$ standard linear algebra supplies one.

```lean
/-- If the columns of an invertible `C` solve `HC = SC diag(E)` and `q = ⟨s,s⟩ ≠ 1`, the level
energies `E` sum to `e + trace D` plus `(q e + ⟨s,Ds⟩ - 2⟨s,V⟩)/(1 - q)`. -/
theorem pauli_repulsion (e : ℝ) (V : n → ℝ) (D : Matrix n n ℝ) {s : n → ℝ}
    (hs : s ⬝ᵥ s ≠ 1) {C : Matrix (Unit ⊕ n) (Unit ⊕ n) ℝ} {E : Unit ⊕ n → ℝ}
    (hC : IsUnit C) (h : hamiltonian e V D * C = overlap s * C * diagonal E) :
    ∑ i, E i = e + D.trace +
      ((s ⬝ᵥ s) * e + s ⬝ᵥ D *ᵥ s - 2 * (s ⬝ᵥ V)) / (1 - s ⬝ᵥ s) := by
  obtain ⟨u, rfl⟩ := hC
  have hS : (overlap s)⁻¹ * overlap s = 1 := by
    rw [inv_eq_right_inv (overlap_mul_overlapInv hs)]
    exact mul_eq_one_comm.mp (overlap_mul_overlapInv hs)
  -- S⁻¹H is similar to the diagonal matrix of level energies
  have h1 : (overlap s)⁻¹ * hamiltonian e V D = u.val * diagonal E * u.inv := by
    calc (overlap s)⁻¹ * hamiltonian e V D
        = (overlap s)⁻¹ * (hamiltonian e V D * u.val) * u.inv := by
          rw [mul_assoc, mul_assoc, u.val_inv, mul_one]
      _ = ((overlap s)⁻¹ * overlap s) * (u.val * diagonal E) * u.inv := by
          rw [h]
          simp only [mul_assoc]
      _ = u.val * diagonal E * u.inv := by rw [hS, one_mul]
  have h2 : ((overlap s)⁻¹ * hamiltonian e V D).trace = ∑ i, E i := by
    rw [h1, trace_mul_comm, ← mul_assoc, u.inv_val, one_mul, trace_diagonal]
  rw [← energyShift_eq e V D hs, energyShift, h2]
  ring
```

At $q=1$ the sum need not be determined. Take one metal state with $s=1$ and $H=0$. The columns $(1,1)$ and $(1,-1)$ solve the equation with $E_1=0$ and any $E_2$, because $S$ annihilates $(1,-1)$.

## (d) Two orbitals

For one metal state with $e=D=0$, $V=-1$, $s=1/2$, show that the levels are

$$E_1=-\tfrac23,\qquad E_2=2 .$$

On $(1,1)$, $H$ acts as $-1$ and $S$ as $3/2$; on $(1,-1)$, as $1$ and $1/2$. The code uses these columns as they are; normalised with respect to $S$, they are $(1,1)/\sqrt3$ and $(1,-1)$.

A tight-binding calculation with non-orthogonal orbitals builds two such matrices, solves the generalised eigenproblem and sums the occupied levels to get the band energy, to which many models add further terms. Four electrons here give $2(-\tfrac23+2)=\tfrac83$, against $0$ without coupling.

The Lean proof exhibits an inverse of $C$ and compares matrix entries.

```lean
/-- Two orbitals with `e = D = 0`, coupling `-1` and overlap `1/2` have the levels `-2/3` and `2`,
and meet the hypotheses of `pauli_repulsion`. -/
theorem pauli_repulsion_witness :
    (fun _ : Unit => (1 / 2 : ℝ)) ⬝ᵥ (fun _ => 1 / 2) ≠ 1 ∧
    IsUnit (fromBlocks 1 1 1 (-1) : Matrix (Unit ⊕ Unit) (Unit ⊕ Unit) ℝ) ∧
    hamiltonian 0 (fun _ : Unit => -1) 0 * fromBlocks 1 1 1 (-1) =
      overlap (fun _ : Unit => 1 / 2) * fromBlocks 1 1 1 (-1) *
        diagonal (Sum.elim (fun _ => -2 / 3) (fun _ => 2)) := by
  refine ⟨by norm_num [dotProduct], ?_, ?_⟩
  · have h : (fromBlocks 1 1 1 (-1) : Matrix (Unit ⊕ Unit) (Unit ⊕ Unit) ℝ) *
        ((1 / 2 : ℝ) • fromBlocks 1 1 1 (-1)) = 1 := by
      ext (⟨⟩ | ⟨⟩) (⟨⟩ | ⟨⟩) <;> simp [mul_apply, Fintype.sum_sum_type] <;> norm_num
    exact ⟨⟨_, _, h, mul_eq_one_comm.mp h⟩, rfl⟩
  · ext (⟨⟩ | ⟨⟩) (⟨⟩ | ⟨⟩) <;>
      simp [hamiltonian, overlap, mul_apply, Fintype.sum_sum_type, diagonal_apply] <;> norm_num
```

## (e) A degenerate band

Let $D=d\,I$, $s=-\alpha V$ and $v=\langle V,V\rangle$, with $\alpha^2v\neq1$. Show that

$$\Delta=\frac{\alpha^2v\,(e+d)+2\alpha v}{1-\alpha^2v}.$$

The constant $\alpha$, an inverse energy, expresses the assumption that coupling and overlap are proportional, with one ratio for all d states. Insert $q=\alpha^2v$, $\langle s,Ds\rangle=d\,\alpha^2v$ and $\langle s,V\rangle=-\alpha v$ into (b); these are `hq`, `hD` (with `hq`) and `hV`.

```lean
/-- Degenerate band at energy `d` with overlaps `s = -αV`: the energy shift in terms of
`v = ⟨V,V⟩`, for `α²v ≠ 1`. -/
theorem energyShift_degenerate (e d α : ℝ) (V : n → ℝ) (h : α ^ 2 * (V ⬝ᵥ V) ≠ 1) :
    energyShift e V (d • 1) ((-α) • V) =
      (α ^ 2 * (V ⬝ᵥ V) * (e + d) + 2 * α * (V ⬝ᵥ V)) / (1 - α ^ 2 * (V ⬝ᵥ V)) := by
  have hq : ((-α) • V) ⬝ᵥ ((-α) • V) = α ^ 2 * (V ⬝ᵥ V) := by
    simp only [smul_dotProduct, dotProduct_smul, smul_eq_mul]
    ring
  have hD : (d • (1 : Matrix n n ℝ)) *ᵥ ((-α) • V) = d • ((-α) • V) := by
    ext i
    simp [mulVec, dotProduct, Matrix.one_apply]
  have hV : ((-α) • V) ⬝ᵥ V = -α * (V ⬝ᵥ V) := by
    rw [smul_dotProduct, smul_eq_mul]
  rw [energyShift_eq e V _ (by rwa [hq]), hD, hq, dotProduct_smul, hq, hV, smul_eq_mul]
  congr 1
  ring
```

## (f) Energy zero midway

Let $d=-e$, $\alpha>0$ and $\alpha^2v<1$. Show that

$$\Delta=\frac{2\alpha v}{1-\alpha^2v}\;\ge\;2\alpha v\;\ge\;0 .$$

The term with $e+d$ vanishes in (e). The denominator lies in $(0,1]$, so dividing by it cannot lower the nonnegative numerator. Lean clears the denominator with `le_div_iff₀` and closes with the product of `h0` and `h1`.

The value of $\alpha$ belongs to this energy zero: moving the zero adds a multiple of $S$ to $H$, and so a multiple of $s$ to $V$.

```lean
/-- With the energy zero midway between adsorbate level and degenerate band, `s = -αV`, `α > 0`,
`v = ⟨V,V⟩` and `α²v < 1`, the shift is `2αv/(1 - α²v)`, and it is at least `2αv ≥ 0`. -/
theorem energyShift_midpoint (e : ℝ) {α : ℝ} (V : n → ℝ) (hα : 0 < α)
    (h : α ^ 2 * (V ⬝ᵥ V) < 1) :
    energyShift e V ((-e) • 1) ((-α) • V) = 2 * α * (V ⬝ᵥ V) / (1 - α ^ 2 * (V ⬝ᵥ V)) ∧
    2 * α * (V ⬝ᵥ V) ≤ energyShift e V ((-e) • 1) ((-α) • V) ∧
    0 ≤ 2 * α * (V ⬝ᵥ V) := by
  have hv : 0 ≤ V ⬝ᵥ V := Finset.sum_nonneg fun i _ => mul_self_nonneg (V i)
  have h0 : 0 ≤ 2 * α * (V ⬝ᵥ V) := by positivity
  have h1 : 0 ≤ α ^ 2 * (V ⬝ᵥ V) := by positivity
  have heq : energyShift e V ((-e) • 1) ((-α) • V) =
      2 * α * (V ⬝ᵥ V) / (1 - α ^ 2 * (V ⬝ᵥ V)) := by
    rw [energyShift_degenerate e (-e) α V h.ne, add_neg_cancel, mul_zero, zero_add]
  refine ⟨heq, ?_, h0⟩
  rw [heq, le_div_iff₀ (sub_pos.mpr h)]
  nlinarith [mul_nonneg h0 h1]

end

end DBandPauliRepulsion
```

```lean
#print axioms DBandPauliRepulsion.pauli_repulsion
-- 'DBandPauliRepulsion.pauli_repulsion' depends on axioms: [propext, Classical.choice, Quot.sound]
#print axioms DBandPauliRepulsion.energyShift_midpoint
-- 'DBandPauliRepulsion.energyShift_midpoint' depends on axioms: [propext, Classical.choice, Quot.sound]
```
